# The real Hartree–Fock energy is stationary under orbital rotations exactly when the Fock matrix commutes with the symmetric density matrix

In a basis of real, orthonormal spin orbitals, let P be a real symmetric density matrix with Fock matrix F, built from a symmetric one-electron matrix and two-electron integrals of eightfold symmetry. Along exp(tX) P exp(−tX), with X real and antisymmetric, the Hartree–Fock energy has the initial slope tr(F(XP − PX)), and this slope vanishes for every such X if and only if FP = PF.

In Lean 4 with Mathlib:

```lean
import Mathlib

open Matrix
open scoped Matrix.Norms.Operator

namespace HartreeFockBrillouin

noncomputable section

variable {n : Type*} [Fintype n]

/-- Permutational symmetry of real two-electron integrals `g p q r s = (pq|rs)`:
the two listed exchanges generate all eight permutations. -/
structure EightfoldSymm (g : n → n → n → n → ℝ) : Prop where
  bra : ∀ p q r s, g p q r s = g q p r s
  swap : ∀ p q r s, g p q r s = g r s p q

/-- The mean field `G(D) = J(D) - K(D)`, Coulomb minus exchange, of a density matrix `D`
over spin orbitals. -/
def meanField (g : n → n → n → n → ℝ) (D : Matrix n n ℝ) : Matrix n n ℝ :=
  Matrix.of fun p q => ∑ r, ∑ s, D r s * (g p q r s - g p r q s)

/-- The Fock matrix `F(D) = h + G(D)`. -/
def fock (h : Matrix n n ℝ) (g : n → n → n → n → ℝ) (D : Matrix n n ℝ) : Matrix n n ℝ :=
  h + meanField g D

/-- The Hartree-Fock energy `E(D) = tr(h D) + tr(D G(D)) / 2`. -/
def energy (h : Matrix n n ℝ) (g : n → n → n → n → ℝ) (D : Matrix n n ℝ) : ℝ :=
  trace (h * D) + trace (D * meanField g D) / 2

/-- The density matrix `exp(X) P exp(-X)` obtained from `P` with the generator `X`. -/
def rotate [DecidableEq n] (X P : Matrix n n ℝ) : Matrix n n ℝ :=
  NormedSpace.exp X * P * NormedSpace.exp (-X)

/-- For integrals with eightfold symmetry, the interaction of `A` with the mean field of `B`
equals that of `B` with the mean field of `A`. -/
theorem trace_meanField_comm {g : n → n → n → n → ℝ} (hg : EightfoldSymm g)
    (A B : Matrix n n ℝ) : trace (A * meanField g B) = trace (B * meanField g A) := by
  have h3 : ∀ u : n → n → n → ℝ,
      ∑ p, ∑ q, ∑ s, u p q s = ∑ s, ∑ p, ∑ q, u p q s := fun u =>
    (Finset.sum_congr rfl fun p _ => Finset.sum_comm).trans Finset.sum_comm
  have h4 : ∀ f : n → n → n → n → ℝ,
      ∑ p, ∑ q, ∑ r, ∑ s, f p q r s = ∑ r, ∑ s, ∑ p, ∑ q, f p q r s := fun f =>
    (h3 fun p q r => ∑ s, f p q r s).trans
      (Finset.sum_congr rfl fun r _ => h3 fun p q s => f p q r s)
  simp only [trace, diag_apply, mul_apply, meanField, of_apply, Finset.mul_sum]
  refine (h4 _).trans ?_
  refine Finset.sum_congr rfl fun r _ => Finset.sum_congr rfl fun s _ =>
    Finset.sum_congr rfl fun p _ => Finset.sum_congr rfl fun q _ => ?_
  -- the integrals agree by their permutational symmetries
  have e1 : g q p r s = g s r p q := by rw [hg.bra q p, hg.swap p q, hg.bra r s]
  have e2 : g q r p s = g s p r q := by rw [hg.bra q r, hg.swap r q, hg.bra p s]
  rw [e1, e2]
  ring

/-- The Fock matrix of a symmetric density is symmetric, for symmetric `h` and integrals with
eightfold symmetry. -/
theorem fock_transpose {h P : Matrix n n ℝ} {g : n → n → n → n → ℝ}
    (hg : EightfoldSymm g) (hh : hᵀ = h) (hP : Pᵀ = P) : (fock h g P)ᵀ = fock h g P := by
  ext p q
  simp only [fock, transpose_apply, Matrix.add_apply, meanField, of_apply]
  have hx : h q p = h p q := congrFun (congrFun hh p) q
  rw [hx, Finset.sum_comm]
  congr 1
  refine Finset.sum_congr rfl fun a _ => Finset.sum_congr rfl fun b _ => ?_
  have e0 : P b a = P a b := congrFun (congrFun hP a) b
  have e1 : g q p b a = g p q a b := by
    rw [hg.bra q p, hg.swap p q, hg.bra b a, hg.swap a b]
  rw [e0, e1, hg.swap q b p a]

/-- Product rule for the trace of two matrices that depend on a parameter. -/
theorem hasDerivAt_trace_mul {A B : ℝ → Matrix n n ℝ} {A' B' : Matrix n n ℝ} {t : ℝ}
    (hA : ∀ i j, HasDerivAt (fun u => A u i j) (A' i j) t)
    (hB : ∀ i j, HasDerivAt (fun u => B u i j) (B' i j) t) :
    HasDerivAt (fun u => trace (A u * B u)) (trace (A' * B t) + trace (A t * B')) t := by
  simp only [trace, diag_apply, mul_apply, ← Finset.sum_add_distrib]
  exact HasDerivAt.fun_sum fun i _ => HasDerivAt.fun_sum fun j _ => (hA i j).fun_mul (hB j i)

/-- Along any differentiable curve of density matrices the energy changes at the rate
`tr(F(D) D')`, if the integrals have eightfold symmetry. -/
theorem hasDerivAt_energy (h : Matrix n n ℝ) {g : n → n → n → n → ℝ} (hg : EightfoldSymm g)
    {D : ℝ → Matrix n n ℝ} {D' : Matrix n n ℝ} {t : ℝ}
    (hD : ∀ i j, HasDerivAt (fun u => D u i j) (D' i j) t) :
    HasDerivAt (fun u => energy h g (D u)) (trace (fock h g (D t) * D')) t := by
  have hG : ∀ i j, HasDerivAt (fun u => meanField g (D u) i j) (meanField g D' i j) t := by
    intro i j
    simp only [meanField, of_apply]
    exact HasDerivAt.fun_sum fun r _ => HasDerivAt.fun_sum fun s _ => (hD r s).mul_const _
  have h1 := hasDerivAt_trace_mul (A := fun _ => h) (A' := 0)
    (fun i j => hasDerivAt_const t (h i j)) hD
  have h2 := (hasDerivAt_trace_mul hD hG).div_const 2
  refine (h1.fun_add h2).congr_deriv ?_
  -- the two halves of the interaction energy respond equally
  rw [trace_meanField_comm hg (D t) D', fock, Matrix.add_mul, trace_add,
    trace_mul_comm (meanField g (D t)) D', Matrix.zero_mul, trace_zero]
  ring

variable [DecidableEq n]

/-- The rotated density `P(t) = exp(tX) P exp(-tX)` obeys `P'(t) = X P(t) - P(t) X`,
entry by entry. -/
theorem hasDerivAt_rotate (X P : Matrix n n ℝ) (t : ℝ) (i j : n) :
    HasDerivAt (fun u : ℝ => rotate (u • X) P i j)
      ((X * rotate (t • X) P - rotate (t • X) P * X) i j) t := by
  have h1 := hasDerivAt_exp_smul_const' X t
  have h2 := hasDerivAt_exp_smul_const (-X) t
  have h3 : HasDerivAt (fun u : ℝ => rotate (u • X) P)
      (X * rotate (t • X) P - rotate (t • X) P * X) t := by
    convert (h1.mul_const P).mul h2 using 1
    · rfl
    · rfl
    · rfl
    · funext u
      change rotate (u • X) P = NormedSpace.exp (u • X) * P * NormedSpace.exp (u • -X)
      rw [rotate, smul_neg]
    · change X * rotate (t • X) P - rotate (t • X) P * X =
        X * NormedSpace.exp (t • X) * P * NormedSpace.exp (t • -X) +
          NormedSpace.exp (t • X) * P * (NormedSpace.exp (t • -X) * -X)
      simp only [rotate, smul_neg, Matrix.mul_neg, Matrix.mul_assoc, sub_eq_add_neg]
  exact (LinearMap.toContinuousLinearMap
    (Matrix.entryLinearMap ℝ ℝ i j)).hasFDerivAt.comp_hasDerivAt t h3

/-- An antisymmetric generator turns a symmetric idempotent density into another one with the
same trace. -/
theorem rotate_density {X P : Matrix n n ℝ} (hX : Xᵀ = -X) (hP : Pᵀ = P) (hPP : P * P = P) :
    (rotate X P)ᵀ = rotate X P ∧ rotate X P * rotate X P = rotate X P ∧
      trace (rotate X P) = trace P := by
  have hinv : NormedSpace.exp (-X) * NormedSpace.exp X = 1 := by
    rw [← Matrix.exp_add_of_commute _ _ (Commute.refl X).neg_left, neg_add_cancel,
      NormedSpace.exp_zero]
  refine ⟨?_, ?_, ?_⟩
  · simp only [rotate, transpose_mul, ← Matrix.exp_transpose, transpose_neg, hX, hP, neg_neg,
      Matrix.mul_assoc]
  · calc rotate X P * rotate X P
        = NormedSpace.exp X * P * (NormedSpace.exp (-X) * NormedSpace.exp X) * P
            * NormedSpace.exp (-X) := by simp only [rotate, Matrix.mul_assoc]
      _ = NormedSpace.exp X * (P * P) * NormedSpace.exp (-X) := by
          rw [hinv, Matrix.mul_one, Matrix.mul_assoc (NormedSpace.exp X) P P]
      _ = rotate X P := by rw [hPP, rotate]
  · rw [rotate, trace_mul_comm, ← Matrix.mul_assoc, hinv, Matrix.one_mul]

/-- Along `P(t) = exp(tX) P exp(-tX)` the Hartree-Fock energy has the derivative
`tr(F(P(t)) (X P(t) - P(t) X))` at every `t`, if the integrals have eightfold symmetry. -/
theorem hasDerivAt_energy_rotate (h : Matrix n n ℝ) {g : n → n → n → n → ℝ}
    (hg : EightfoldSymm g) (X P : Matrix n n ℝ) (t : ℝ) :
    HasDerivAt (fun u : ℝ => energy h g (rotate (u • X) P))
      (trace (fock h g (rotate (t • X) P) *
        (X * rotate (t • X) P - rotate (t • X) P * X))) t :=
  hasDerivAt_energy h hg (hasDerivAt_rotate X P t)

/-- With the generator `FP - PF` the initial slope of the energy is the sum of the squared
entries of `FP - PF`, for symmetric `h` and `P` and integrals with eightfold symmetry. -/
theorem slope_along_commutator {h P : Matrix n n ℝ} {g : n → n → n → n → ℝ}
    (hg : EightfoldSymm g) (hh : hᵀ = h) (hP : Pᵀ = P) :
    HasDerivAt (fun t : ℝ => energy h g (rotate (t • (fock h g P * P - P * fock h g P)) P))
      (∑ i, ∑ j, (fock h g P * P - P * fock h g P) i j ^ 2) 0 := by
  have hF := fock_transpose hg hh hP
  have hd := hasDerivAt_energy_rotate h hg (fock h g P * P - P * fock h g P) P 0
  have rz : rotate ((0 : ℝ) • (fock h g P * P - P * fock h g P)) P = P := by simp [rotate]
  rw [rz] at hd
  refine hd.congr_deriv ?_
  generalize fock h g P = F at hF ⊢
  have hX : (F * P - P * F)ᵀ = P * F - F * P := by
    rw [transpose_sub, transpose_mul, transpose_mul, hF, hP]
  generalize F * P - P * F = X at hX ⊢
  -- cyclicity of the trace moves the commutator from `X` to `F`
  have e : trace (F * (X * P - P * X)) = trace (X * Xᵀ) := by
    rw [hX, Matrix.mul_sub, Matrix.mul_sub, trace_sub, trace_sub, trace_mul_comm F (X * P),
      Matrix.mul_assoc X P F, ← Matrix.mul_assoc F P X, trace_mul_comm (F * P) X]
  rw [e]
  simp only [trace, diag_apply, mul_apply, transpose_apply, pow_two]

/-- Brillouin condition: for symmetric `h` and `P` and integrals with eightfold symmetry, the
energy is stationary at `P` under all orbital rotations if and only if `F(P)` commutes
with `P`. -/
theorem brillouin_condition {h P : Matrix n n ℝ} {g : n → n → n → n → ℝ}
    (hg : EightfoldSymm g) (hh : hᵀ = h) (hP : Pᵀ = P) :
    (∀ X : Matrix n n ℝ, Xᵀ = -X →
      HasDerivAt (fun t : ℝ => energy h g (rotate (t • X) P)) 0 0) ↔
      fock h g P * P = P * fock h g P := by
  constructor
  · intro hs
    have hX : (fock h g P * P - P * fock h g P)ᵀ = -(fock h g P * P - P * fock h g P) := by
      rw [transpose_sub, transpose_mul, transpose_mul, fock_transpose hg hh hP, hP, neg_sub]
    -- a vanishing sum of squares forces every entry of the commutator to vanish
    have h0 := (slope_along_commutator hg hh hP).unique (hs _ hX)
    apply sub_eq_zero.1
    ext i j
    have h1 := (Finset.sum_eq_zero_iff_of_nonneg
      (fun i _ => Finset.sum_nonneg fun j _ => sq_nonneg _)).1 h0 i (Finset.mem_univ i)
    have h2 := (Finset.sum_eq_zero_iff_of_nonneg
      (fun j _ => sq_nonneg _)).1 h1 j (Finset.mem_univ j)
    exact pow_eq_zero_iff (two_ne_zero) |>.1 h2
  · intro hc X _
    have hd := hasDerivAt_energy_rotate h hg X P 0
    have rz : rotate ((0 : ℝ) • X) P = P := by simp [rotate]
    rw [rz] at hd
    refine hd.congr_deriv ?_
    rw [Matrix.mul_sub, trace_sub, ← Matrix.mul_assoc, ← Matrix.mul_assoc, hc,
      trace_mul_comm (fock h g P * X) P, ← Matrix.mul_assoc, sub_self]

/-- A symmetric density whose energy is lowest among all its orbital rotations commutes with its
own Fock matrix, for symmetric `h` and integrals with eightfold symmetry. -/
theorem commute_of_minimum {h P : Matrix n n ℝ} {g : n → n → n → n → ℝ}
    (hg : EightfoldSymm g) (hh : hᵀ = h) (hP : Pᵀ = P)
    (hmin : ∀ X : Matrix n n ℝ, Xᵀ = -X → energy h g P ≤ energy h g (rotate X P)) :
    fock h g P * P = P * fock h g P := by
  refine (brillouin_condition hg hh hP).1 fun X hX => ?_
  have hd := hasDerivAt_energy_rotate h hg X P 0
  have hloc : IsLocalMin (fun t : ℝ => energy h g (rotate (t • X) P)) 0 := by
    refine Filter.Eventually.of_forall fun t => ?_
    have rz : rotate ((0 : ℝ) • X) P = P := by simp [rotate]
    simp only [rz]
    exact hmin (t • X) (by rw [transpose_smul, hX, smul_neg])
  exact hd.congr_deriv (hloc.hasDerivAt_eq_zero hd)

/-- Two orbitals with `h = diag(-2, 0)`, whose only nonzero two-electron integrals are `(pq|rs) = 1`
for `p ≠ q` and `r ≠ s`: the integrals have eightfold symmetry, and the density of the first orbital
commutes with its Fock matrix `diag(-2, -1)`. -/
theorem brillouin_witness :
    let g : Fin 2 → Fin 2 → Fin 2 → Fin 2 → ℝ :=
      fun p q r s => if p ≠ q ∧ r ≠ s then 1 else 0
    let P : Matrix (Fin 2) (Fin 2) ℝ := !![1, 0; 0, 0]
    EightfoldSymm g ∧ fock !![-2, 0; 0, 0] g P = !![-2, 0; 0, -1] ∧
      fock !![-2, 0; 0, 0] g P * P = P * fock !![-2, 0; 0, 0] g P := by
  intro g P
  have hF : fock !![-2, 0; 0, 0] g P = !![-2, 0; 0, -1] := by
    ext i j
    fin_cases i <;> fin_cases j <;> simp [fock, meanField, g, P, Fin.sum_univ_two]
  refine ⟨⟨?_, ?_⟩, hF, ?_⟩
  · intro p q r s
    simp only [g, ne_comm]
  · intro p q r s
    simp only [g, and_comm]
  · rw [hF]
    ext i j
    fin_cases i <;> fin_cases j <;> simp [P, Matrix.mul_apply, Fin.sum_univ_two]

end

end HartreeFockBrillouin
```

```lean
#print axioms HartreeFockBrillouin.rotate_density
#print axioms HartreeFockBrillouin.commute_of_minimum
```

```
'HartreeFockBrillouin.rotate_density' depends on axioms: [propext, Classical.choice, Quot.sound]
'HartreeFockBrillouin.commute_of_minimum' depends on axioms: [propext, Classical.choice, Quot.sound]
```

## Energy, Fock matrix and rotations in the file

The finite type `n` labels real, orthonormal spin orbitals. The matrix `h` holds the one-electron integrals, and `g p q r s` is the two-electron integral (pq|rs) in charge-density order. `EightfoldSymm` requires (pq|rs) = (qp|rs) and (pq|rs) = (rs|pq), the symmetries of a Coulomb interaction between real orbitals. For a density matrix D, the file defines

G(D)_pq = Σ_rs D_rs [(pq|rs) − (pr|qs)]

F(D) = h + G(D)

E(D) = tr(hD) + ½ tr(D G(D))

as `meanField`, `fock` and `energy`. The first term in G is Coulomb repulsion, the second exchange. The factor ½ counts each electron pair once. The mean field in E is recomputed from the density as it rotates, so the slope is that of the full energy. At t = 0 it coincides with the slope of tr(F(P)D) with F(P) held fixed.

`rotate X P` is exp(X) P exp(−X). For antisymmetric X, exp(X) is an orthogonal matrix that mixes the orbitals. If P is also idempotent, it describes a single Slater determinant with tr P electrons, and `rotate_density` shows that the rotated matrix does so too, with the same number of electrons. The stationarity theorem does not assume idempotency: of P it asks only symmetry, alongside the symmetries of h and the two-electron integrals.

In `brillouin_condition`, the expression `HasDerivAt (fun t : ℝ => energy h g (rotate (t • X) P)) 0 0` says that the energy along the rotation has derivative 0 at t = 0. The quantifier runs over all real antisymmetric X, including those that mix spin up with spin down.

Brillouin's theorem is usually stated for the Hamiltonian matrix elements between a determinant and its single excitations. The file contains no many-electron states and expresses the condition through the density matrix instead. Complex orbitals and non-orthogonal bases are not treated, and the integrals are given numbers, not computed from a molecule.

## From the energy to the commutator

The first step is a reciprocity between two densities A and B. Written out,

tr(A G(B)) = Σ_pqrs A_pq B_rs [(qp|rs) − (qr|ps)]

tr(B G(A)) = Σ_pqrs A_pq B_rs [(sr|pq) − (sp|rq)]

The permutational symmetries give (qp|rs) = (sr|pq) and (qr|ps) = (sp|rq), so the two traces are equal. In `trace_meanField_comm`, `h3` and `h4` reorder the sums, while `e1` and `e2` are these two identities.

Now let D depend on t. Since G is linear, the product rule, `hasDerivAt_trace_mul`, gives

dE/dt = tr(hD′) + ½ tr(D′ G(D)) + ½ tr(D G(D′))

By reciprocity the last two terms are equal. Together they make tr(G(D)D′), and therefore

dE/dt = tr(F(D) D′)

This is `hasDerivAt_energy`. For the rotated density P(t) = exp(tX) P exp(−tX), differentiating the two exponentials gives

P′(t) = X P(t) − P(t) X

which is `hasDerivAt_rotate`. Inserting it yields `hasDerivAt_energy_rotate`, the slope at every t. At t = 0, where P(0) = P and F = F(P), cyclicity of the trace turns it into

dE/dt = tr(F(XP − PX)) = tr(X(PF − FP)) = −tr(XC), with C = FP − PF

If F and P commute, then C = 0 and the slope vanishes for every X. This is the second half of the proof of `brillouin_condition`.

The other direction needs an X that detects a nonzero C, and C itself will do. First, F is symmetric. Renaming r and s in the sum and using P_sr = P_rs,

F_qp = h_qp + Σ_rs P_rs [(qp|sr) − (qs|pr)] = h_pq + Σ_rs P_rs [(pq|rs) − (pr|qs)] = F_pq

as `fock_transpose` proves. Hence Cᵀ = PF − FP = −C, so C is an allowed generator. With X = C the slope is

−tr(CC) = tr(CCᵀ) = Σ_ij C_ij²

This is `slope_along_commutator`. If the energy is stationary for all X, its derivative along C is also zero. A derivative is unique, which the proof uses through `.unique`, so the sum of squares is zero. Two applications of `Finset.sum_eq_zero_iff_of_nonneg`, one for each sum, then make every entry of C vanish.

## Minima, convergence and a two-orbital case

`commute_of_minimum` applies this to a density whose energy is lowest among all its rotations: t = 0 is then a minimum along each curve, every slope vanishes there, and FP = PF. The converse is not claimed, since a stationary point may also be a saddle or a maximum. Self-consistent-field programs often use the commutator as a convergence measure; in this real, finite-basis model, its vanishing certifies stationarity only.

`brillouin_witness` gives a case with nonzero exchange. Orbital 0 is occupied, and exchange lowers the diagonal Fock element of orbital 1 from 0 to −1. The integrals are chosen for algebraic simplicity and do not come from a real Coulomb repulsion.

## A one-electron matrix that is not symmetric

The symmetry of h matters for the step from stationarity to commutation. The following example tests this hypothesis with a matrix that is not Hermitian, and so is not a physical one-electron Hamiltonian. Set all two-electron integrals to zero and take, with rows separated by semicolons,

h = [0, 1; −1, 0], P = [1, 0; 0, 0]

Every rotated density is symmetric, and the trace of an antisymmetric matrix times a symmetric one is zero. The energy is therefore constantly zero, and so stationary under all rotations. Yet F = h, and

FP − PF = [0, −1; −1, 0]

The commutator is now symmetric, so it is no longer an allowed generator, and the antisymmetric generators cannot detect it.
